# Triangle inequality for two-lead resistances from a balanced transmission matrix

## Bounding a third resistance from two others

Suppose that the resistance between leads $p$ and $q$ of a device is known, and that between $q$ and $r$, but not the voltages at the other leads. The sum of the two is an upper bound on the resistance between $p$ and $r$. If the voltages of all leads are known for both unit currents, $p$ to $q$ and $q$ to $r$, adding them gives the third resistance exactly. The bound holds in a magnetic field, where transmission from one lead to another can differ from transmission back, provided that the transmissions are nonnegative, balanced at each lead, and connect all leads.

The resistance $R_{pq}$ is measured by sending unit current in at $p$ and out at $q$, with all other leads floating, and reading the voltage difference between $p$ and $q$. In the usual four-index notation it is $R_{pq,pq}$.

## Currents, balance and connection

Let $T_{pq}$ be the transmission from lead $q$ into lead $p$. With voltages $V_p$, the current entering the device at $p$ is

$$I_p=\sum_q T_{pq}(V_p-V_q),$$

in units where the conductance quantum is one. Three conditions are imposed:

- $T_{pq}\ge 0$, since transmissions are sums of probabilities.
- $\sum_q T_{pq}=\sum_q T_{qp}$ at each lead $p$. For a unitary scattering matrix, with the reflection at lead $p$ as the diagonal entry $T_{pp}$, both sums count the modes in that lead.
- Every lead reaches every other along steps with $T_{ab}>0$, so the device does not fall into separate parts.

The claim is $R_{pr}\le R_{pq}+R_{qr}$, with no symmetry of $T$ assumed. It applies to Landauer–Büttiker calculations for non-interacting electrons in linear response with finitely many leads. Deriving the current law from the scattering matrix of a real device is a separate physical step; here the law is the starting point.

## From highest voltage to triangle inequality

**The entry has the highest voltage.** Suppose $I_s\le 0$ for all $s\ne p$. Start at a lead $a$ of maximal voltage and follow positive steps to $p$. If $a\ne p$, every term of $I_a=\sum_b T_{ab}(V_a-V_b)$ is nonnegative while the sum is at most zero, so every term vanishes. The next lead $b$ on the path has $T_{ab}>0$, hence $V_b=V_a$. The maximum is passed along until it reaches $p$.

Call $V$ a drive from $p$ to $q$ if $I_s=\delta_{sp}-\delta_{sq}$. Then $V_s\le V_p$ for all $s$. The same argument for $-V$ gives $V_q\le V_s$.

**A drive exists.** Balance gives

$$\sum_s I_s=\sum_a V_a\Big(\sum_b T_{ab}-\sum_b T_{ba}\Big)=0.$$

For $n$ leads, define $(LV)_s=I_s+\sum_t V_t$, so that $\sum_s(LV)_s=n\sum_t V_t$. If $LV=0$, then $\sum_t V_t=0$ and all currents vanish. Every lead then has the highest voltage, so $V$ is constant, and its zero sum makes it zero. Thus $L$ is injective and, in finite dimension, surjective. Solve $(LV)_s=\delta_{sp}-\delta_{sq}$. The right-hand side sums to zero, so $\sum_t V_t=0$ and $V$ is a drive.

**The resistance is well defined.** The difference of two drives for the same pair carries no current, so it is constant and drops out of $V_p-V_q$.

**Superposition.** Let $V$ drive $p\to q$ and $W$ drive $q\to r$. The currents at $q$ cancel, so $V+W$ drives $p\to r$, and

$$\begin{aligned}R_{pq}+R_{qr}-R_{pr}&=(V_p-V_q)+(W_q-W_r)-(V_p+W_p-V_r-W_r)\\&=(V_r-V_q)+(W_q-W_p)\ge 0.\end{aligned}$$

The first bracket is nonnegative because $q$ is the exit for $V$, the second because $q$ is the entry for $W$.

## A negative transmission can break the inequality

Take three leads with $T_{01}=T_{10}=T_{12}=T_{21}=1$, $T_{02}=T_{20}=-\tfrac14$ and zero diagonal. Balance and connection hold. The voltages $(\tfrac32,0,-\tfrac12)$ drive $0\to1$, so $R_{01}=\tfrac32$, and $R_{12}=\tfrac32$ by symmetry. The voltages $(2,0,-2)$ drive $0\to2$, so $R_{02}=4>3$. It is the off-diagonal sign that matters, since diagonal entries never enter the currents. A negative entry is not a sum of probabilities, so the example tests the hypothesis and does not model a device of the kind considered here.

## The Lean file

```lean
import Mathlib

open Relation

namespace MultiTerminalResistance

noncomputable section

variable {ι : Type*} [Fintype ι]

/-- The current entering at lead `p` when the leads have voltages `V`, in units where the
conductance quantum is one: the sum over `q` of `T p q * (V p - V q)`. -/
def current (T : Matrix ι ι ℝ) (V : ι → ℝ) (p : ι) : ℝ :=
  ∑ q, T p q * (V p - V q)

/-- A conductor with nonnegative transmissions, equal row and column sums at each lead, and
every lead reaching every other along steps of positive transmission. -/
structure IsConductor (T : Matrix ι ι ℝ) : Prop where
  nonneg : ∀ p q, 0 ≤ T p q
  balanced : ∀ p, ∑ q, T p q = ∑ q, T q p
  connected : ∀ p q, ReflTransGen (fun a b => 0 < T a b) p q

/-- Superposition: the currents depend linearly on the voltages. -/
theorem current_linear (T : Matrix ι ι ℝ) (a b : ℝ) (V W : ι → ℝ) (s : ι) :
    current T (a • V + b • W) s = a * current T V s + b * current T W s := by
  simp only [current, Pi.add_apply, Pi.smul_apply, smul_eq_mul, Finset.mul_sum,
    ← Finset.sum_add_distrib]
  exact Finset.sum_congr rfl fun _ _ => by ring

/-- If no lead of a conductor other than `p` injects current, then `p` has the highest
voltage. -/
theorem voltage_le_entry {T : Matrix ι ι ℝ} (h : IsConductor T) {V : ι → ℝ} {p : ι}
    (hI : ∀ s, s ≠ p → current T V s ≤ 0) (s : ι) : V s ≤ V p := by
  have : Nonempty ι := ⟨p⟩
  obtain ⟨m, hm⟩ := Finite.exists_max V
  -- the maximal voltage is handed on along the path from `m` to `p`
  have key : ∀ a, ReflTransGen (fun a b => 0 < T a b) a p →
      (∀ t, V t ≤ V a) → ∀ t, V t ≤ V p := by
    intro a hap
    induction hap using Relation.ReflTransGen.head_induction_on with
    | refl => exact fun ha => ha
    | @head a b hab _ ih =>
      intro ha
      by_cases hp : a = p
      · rw [← hp]
        exact ha
      · have hterm : T a b * (V a - V b) ≤ current T V a :=
          Finset.single_le_sum (f := fun q => T a q * (V a - V q))
            (fun q _ => mul_nonneg (h.nonneg a q) (sub_nonneg.2 (ha q)))
            (Finset.mem_univ b)
        have hVab : V a ≤ V b := by
          by_contra hlt
          have := mul_pos (show 0 < T a b from hab) (sub_pos.2 (not_le.1 hlt))
          linarith [hI a hp]
        exact ih fun t => (ha t).trans hVab
  exact key m (h.connected m p) hm s

variable [DecidableEq ι]

/-- The voltages `V` drive a unit current in at `p` and out at `q`, with zero current at all
other leads (and no current at all if `p = q`). -/
def IsDrive (T : Matrix ι ι ℝ) (p q : ι) (V : ι → ℝ) : Prop :=
  ∀ s, current T V s = (if s = p then 1 else 0) - (if s = q then 1 else 0)

/-- The resistance between `p` and `q`: the voltage difference `V p - V q` in a chosen drive
from `p` to `q`. It is meaningful when such a drive exists and all drives give the same
difference. -/
def resistance (T : Matrix ι ι ℝ) (p q : ι) : ℝ :=
  Classical.epsilon (IsDrive T p q) p - Classical.epsilon (IsDrive T p q) q

/-- When a conductor is driven from `p` to `q`, every voltage lies between those of the exit
`q` and the entry `p`. -/
theorem drive_bounds {T : Matrix ι ι ℝ} (h : IsConductor T) {p q : ι} {V : ι → ℝ}
    (hV : IsDrive T p q V) (s : ι) : V q ≤ V s ∧ V s ≤ V p := by
  constructor
  · -- reverse all voltages, so that `q` becomes the entry
    have e := voltage_le_entry h (V := (-1 : ℝ) • V + (0 : ℝ) • V) (p := q)
      (fun t ht => by
        rw [current_linear, hV t, if_neg ht]
        split_ifs <;> norm_num) s
    simp only [Pi.add_apply, Pi.smul_apply, smul_eq_mul] at e
    linarith
  · exact voltage_le_entry h (fun t ht => by
      rw [hV t, if_neg ht]
      split_ifs <;> norm_num) s

/-- In a conductor, a unit current can be driven between any two leads. -/
theorem exists_drive {T : Matrix ι ι ℝ} (h : IsConductor T) (p q : ι) :
    ∃ V, IsDrive T p q V := by
  -- balance of rows and columns makes the currents sum to zero
  have hK : ∀ V : ι → ℝ, ∑ s, current T V s = 0 := by
    intro V
    have h1 : ∑ a, ∑ b, T a b * V a = ∑ a, ∑ b, T a b * V b := by
      calc ∑ a, ∑ b, T a b * V a = ∑ a, (∑ b, T a b) * V a := by
            simp only [Finset.sum_mul]
        _ = ∑ a, (∑ b, T b a) * V a :=
            Finset.sum_congr rfl fun a _ => by rw [h.balanced a]
        _ = ∑ a, ∑ b, T b a * V a := by simp only [Finset.sum_mul]
        _ = ∑ a, ∑ b, T a b * V b := Finset.sum_comm
    simp only [current, mul_sub, Finset.sum_sub_distrib]
    linarith
  have hc : ((Finset.univ : Finset ι).card : ℝ) ≠ 0 :=
    Nat.cast_ne_zero.2 (Finset.card_ne_zero_of_mem (Finset.mem_univ p))
  -- adding the total voltage to each current removes the freedom of a constant
  let L : (ι → ℝ) →ₗ[ℝ] (ι → ℝ) :=
    { toFun := fun V s => current T V s + ∑ t, V t
      map_add' := fun V W => by
        funext s
        have e := current_linear T 1 1 V W s
        simp only [one_smul, one_mul] at e
        simp only [Pi.add_apply, Finset.sum_add_distrib, e]
        ring
      map_smul' := fun c V => by
        funext s
        have e := current_linear T c 0 V 0 s
        simp only [zero_smul, zero_mul, add_zero] at e
        simp only [Pi.smul_apply, smul_eq_mul, ← Finset.mul_sum, e, RingHom.id_apply]
        ring }
  have key : ∀ V, ∑ s, L V s = 0 → ∑ t, V t = 0 := by
    intro V hV
    have hL : ∑ s, (current T V s + ∑ t, V t) = 0 := hV
    rw [Finset.sum_add_distrib, hK V, zero_add, Finset.sum_const, nsmul_eq_mul] at hL
    exact (mul_eq_zero.1 hL).resolve_left hc
  have inj : Function.Injective L := by
    refine (injective_iff_map_eq_zero L).2 fun V hV => ?_
    have s0 := key V (by rw [hV]; simp)
    have c0 : ∀ s, current T V s = 0 := fun s => by
      have e : current T V s + ∑ t, V t = 0 := congrFun hV s
      linarith
    have const : ∀ s t, V s = V t := fun s t =>
      le_antisymm (voltage_le_entry h (fun u _ => (c0 u).le) s)
        (voltage_le_entry h (fun u _ => (c0 u).le) t)
    funext s
    have e : ∑ t, V t = ((Finset.univ : Finset ι).card : ℝ) * V s := by
      rw [Finset.sum_congr rfl (fun t _ => const t s), Finset.sum_const, nsmul_eq_mul]
    rw [s0] at e
    exact (mul_eq_zero.1 e.symm).resolve_left hc
  obtain ⟨V, hV⟩ := LinearMap.injective_iff_surjective.1 inj
    (fun s => (if s = p then 1 else 0) - (if s = q then 1 else 0))
  have s0 := key V (by rw [hV]; simp [Finset.sum_sub_distrib])
  refine ⟨V, fun s => ?_⟩
  have e : current T V s + ∑ t, V t
      = (if s = p then 1 else 0) - (if s = q then 1 else 0) := congrFun hV s
  rw [s0, add_zero] at e
  exact e

/-- In a conductor, every drive from `p` to `q` gives the same voltage difference, the
resistance. -/
theorem resistance_eq {T : Matrix ι ι ℝ} (h : IsConductor T) {p q : ι} {V : ι → ℝ}
    (hV : IsDrive T p q V) : resistance T p q = V p - V q := by
  have hW : IsDrive T p q (Classical.epsilon (IsDrive T p q)) :=
    Classical.epsilon_spec ⟨V, hV⟩
  unfold resistance
  generalize Classical.epsilon (IsDrive T p q) = W at hW ⊢
  -- the difference of two drives carries no current, so it is constant
  have hD : ∀ s, current T ((1 : ℝ) • W + (-1 : ℝ) • V) s = 0 := by
    intro s
    rw [current_linear, hW s, hV s]
    ring
  have h1 := voltage_le_entry h (p := p) (fun s _ => (hD s).le) q
  have h2 := voltage_le_entry h (p := q) (fun s _ => (hD s).le) p
  simp only [Pi.add_apply, Pi.smul_apply, smul_eq_mul] at h1 h2
  linarith

/-- In a conductor with drives `V` from `p` to `q` and `W` from `q` to `r`, the excess of
`R_pq + R_qr` over `R_pr` is the sum of two voltage differences, `V r - V q` and
`W q - W p`. -/
theorem resistance_excess {T : Matrix ι ι ℝ} (h : IsConductor T) {p q r : ι}
    {V W : ι → ℝ} (hV : IsDrive T p q V) (hW : IsDrive T q r W) :
    resistance T p q + resistance T q r - resistance T p r
      = (V r - V q) + (W q - W p) := by
  -- the current that leaves at `q` in one drive enters there in the other
  have hS : IsDrive T p r ((1 : ℝ) • V + (1 : ℝ) • W) := by
    intro s
    rw [current_linear, hV s, hW s]
    ring
  rw [resistance_eq h hV, resistance_eq h hW, resistance_eq h hS]
  simp only [Pi.add_apply, Pi.smul_apply, smul_eq_mul]
  ring

/-- Triangle inequality: the resistances of a conductor satisfy `R_pr ≤ R_pq + R_qr`, with
or without reciprocity. -/
theorem resistance_triangle {T : Matrix ι ι ℝ} (h : IsConductor T) (p q r : ι) :
    resistance T p r ≤ resistance T p q + resistance T q r := by
  obtain ⟨V, hV⟩ := exists_drive h p q
  obtain ⟨W, hW⟩ := exists_drive h q r
  linarith [resistance_excess h hV hW, (drive_bounds h hV r).1, (drive_bounds h hW p).2]

/-- Exchanging the entry and exit leads of a conductor leaves the resistance unchanged, with
or without reciprocity. -/
theorem resistance_comm {T : Matrix ι ι ℝ} (h : IsConductor T) (p q : ι) :
    resistance T p q = resistance T q p := by
  obtain ⟨V, hV⟩ := exists_drive h p q
  have hR : IsDrive T q p ((-1 : ℝ) • V + (0 : ℝ) • V) := by
    intro s
    rw [current_linear, hV s]
    ring
  rw [resistance_eq h hV, resistance_eq h hR]
  simp only [Pi.add_apply, Pi.smul_apply, smul_eq_mul]
  ring

/-- The resistance between two distinct leads of a conductor is positive. -/
theorem resistance_pos {T : Matrix ι ι ℝ} (h : IsConductor T) {p q : ι} (hpq : p ≠ q) :
    0 < resistance T p q := by
  obtain ⟨V, hV⟩ := exists_drive h p q
  rw [resistance_eq h hV]
  by_contra hle
  -- otherwise all voltages agree and no current can enter at `p`
  have c : current T V p = 0 := Finset.sum_eq_zero fun t _ => by
    have b := drive_bounds h hV t
    have e : V p - V t = 0 := by linarith [b.1, b.2]
    rw [e, mul_zero]
  have e := hV p
  rw [c, if_pos rfl, if_neg hpq] at e
  norm_num at e

/-- The three-lead circulator, whose only nonzero transmissions are
`T 0 1 = T 1 2 = T 2 0 = 1`. -/
def circulator : Matrix (Fin 3) (Fin 3) ℝ := !![0, 1, 0; 0, 0, 1; 1, 0, 0]

/-- The circulator is a conductor without reciprocity, and its resistances `R_01`, `R_12`
and `R_02` all equal one. -/
theorem circulator_witness :
    IsConductor circulator ∧ circulator 0 1 ≠ circulator 1 0 ∧
      resistance circulator 0 1 = 1 ∧ resistance circulator 1 2 = 1 ∧
      resistance circulator 0 2 = 1 := by
  have s01 : ReflTransGen (fun a b => 0 < circulator a b) 0 1 :=
    .single (by simp [circulator])
  have s12 : ReflTransGen (fun a b => 0 < circulator a b) 1 2 :=
    .single (by simp [circulator])
  have s20 : ReflTransGen (fun a b => 0 < circulator a b) 2 0 :=
    .single (by simp [circulator])
  have h : IsConductor circulator := by
    refine ⟨fun p q => ?_, fun p => ?_, fun p q => ?_⟩
    · fin_cases p <;> fin_cases q <;> simp [circulator]
    · fin_cases p <;> simp [circulator, Fin.sum_univ_three]
    · fin_cases p <;> fin_cases q
      exacts [.refl, s01, s01.trans s12, s12.trans s20, .refl, s12, s20,
        s20.trans s01, .refl]
  -- explicit voltages for the three drives
  have d01 : IsDrive circulator 0 1 ![1, 0, 1] := by
    intro s
    fin_cases s <;> simp [current, circulator, Fin.sum_univ_three]
  have d12 : IsDrive circulator 1 2 ![1, 1, 0] := by
    intro s
    fin_cases s <;> simp [current, circulator, Fin.sum_univ_three]
  have d02 : IsDrive circulator 0 2 ![1, 0, 0] := by
    intro s
    fin_cases s <;> simp [current, circulator, Fin.sum_univ_three]
  refine ⟨h, by simp [circulator], ?_, ?_, ?_⟩
  · rw [resistance_eq h d01]
    simp
  · rw [resistance_eq h d12]
    simp
  · rw [resistance_eq h d02]
    simp

end

end MultiTerminalResistance
```

```lean
#print axioms MultiTerminalResistance.resistance_triangle
-- 'MultiTerminalResistance.resistance_triangle' depends on axioms: [propext, Classical.choice, Quot.sound]
#print axioms MultiTerminalResistance.resistance_comm
-- 'MultiTerminalResistance.resistance_comm' depends on axioms: [propext, Classical.choice, Quot.sound]
#print axioms MultiTerminalResistance.resistance_pos
-- 'MultiTerminalResistance.resistance_pos' depends on axioms: [propext, Classical.choice, Quot.sound]
```

## Reading the definitions and theorems

The finite type `ι` labels the leads, and `current T V p` is $I_p$. `IsConductor` collects the three conditions; `ReflTransGen` in its last field means reachable in zero or more steps. `IsDrive T p q V` is the drive condition, which for `p = q` asks for zero current everywhere.

`resistance` uses `Classical.epsilon` to pick some drive. For a conductor, `exists_drive` supplies one and `resistance_eq` shows that the choice is immaterial. `resistance_triangle` is the claim, for any three leads, distinct or not.

## How the lemmas fit together

`current_linear` is superposition. `voltage_le_entry` does the walk to $p$ by induction on the path, with `Finset.single_le_sum` bounding one term by the whole current. `drive_bounds` applies it to $V$ and to $-V$, the latter written as a linear combination so that `current_linear` applies.

In `exists_drive`, `hK` is the vanishing current sum, `L` the shifted map and `inj` its injectivity; `LinearMap.injective_iff_surjective` then yields the drive. `resistance_eq` compares the chosen drive with a given one. `resistance_excess` is the superposition identity, and `resistance_triangle` combines it with two of the bounds from `drive_bounds`.

`resistance_comm` reverses all voltages to get $R_{pq}=R_{qp}$. This exchanges entry and exit at fixed $T$ and is not Onsager reciprocity, which involves reversing the field. `resistance_pos` shows $R_{pq}>0$ for distinct leads: otherwise all voltages would agree and no current could enter.

`circulator_witness` checks a nonreciprocal device with $T_{01}=T_{12}=T_{20}=1$ and all other entries zero. Explicit voltages for three drives give $R_{01}=R_{12}=R_{02}=1$, so the inequality reads $1\le 2$.
